# Coulomb pseudopotentials in the first excited Landau level rise only from relative angular momentum 1 to 2

Two electrons of a parabolic band, confined to an ideal plane in a strong magnetic field and both in the first excited Landau level, repel each other more strongly when the relative angular momentum $m$ of their guiding centres is 2 than when it is 1. At all other steps from $m$ to $m+1$ the repulsion energy falls. In the lowest Landau level it falls at every step.

These energies, the Haldane pseudopotentials $V_m^{(n)}$ for Landau level $n$, are the two-body input to model Hamiltonians of the fractional quantum Hall effect, here for a layer of zero thickness without mixing between Landau levels. Fully spin-polarised electrons in a single valley have only odd $m$, so they do not sample $V_2^{(1)}$.

```lean
import Mathlib

open MeasureTheory Set
open scoped Real

namespace HaldanePseudopotentials

noncomputable section
```

## The interaction energy as an integral

Lengths are measured in magnetic lengths $\ell=\sqrt{\hbar/eB}$ and energies in $e^2/4\pi\varepsilon\ell$, with $\varepsilon$ the permittivity of the medium. The Laguerre polynomials are the finite sums
$$L_m(x)=\sum_{j=0}^m\frac{(-1)^j}{j!}\binom mj x^j .$$

```lean
/-- The Laguerre polynomial `L_m(x)`. -/
def laguerre (m : ℕ) (x : ℝ) : ℝ :=
  ∑ j ∈ Finset.range (m + 1), (-1) ^ j * (m.choose j : ℝ) / (j.factorial : ℝ) * x ^ j
```

For an interaction with planar Fourier transform $2\pi v(k)$, the pseudopotential is
$$V_m^{(n)}=\int_0^\infty k\,v(k)\,e^{-k^2}L_m(k^2)\,L_n(k^2/2)^2\,dk .$$
The factor $L_n(k^2/2)^2$ comes from the cyclotron orbits of two electrons in a parabolic band; the excited Landau levels of graphene have a different factor. For $n>0$, $m$ is the relative angular momentum of their guiding centres. The code takes this formula as a definition; its derivation from two-electron wave functions projected onto one Landau level is the step left to physics.

```lean
/-- The Haldane pseudopotential at relative angular momentum `m` for two particles in Landau
level `n`. Lengths are in units of the magnetic length, and `2π v(k)` is the planar Fourier
transform of the interaction. -/
def pseudopotential (v : ℝ → ℝ) (n m : ℕ) : ℝ :=
  ∫ k in Ioi (0 : ℝ),
    k * v k * (Real.exp (-k ^ 2) * laguerre m (k ^ 2) * laguerre n (k ^ 2 / 2) ^ 2)
```

Coulomb repulsion $1/r$ has the planar transform $2\pi/k$, hence $v(k)=1/k$.

```lean
/-- The Coulomb interaction in the plane, `v(k) = 1/k` for wave numbers `k > 0`. -/
def coulomb (k : ℝ) : ℝ := 1 / k
```

The integrals will be expressed through rising factorials, written $(a)_n=a(a+1)\cdots(a+n-1)$ with $(a)_0=1$,

```lean
/-- The rising factorial `a (a + 1) ⋯ (a + n - 1)`. -/
def rising (a : ℝ) (n : ℕ) : ℝ := ∏ i ∈ Finset.range n, (a + i)
```

and through the weights $w_m=(1/2)_m/m!$.

```lean
/-- The weight `w_m`, the rising factorial of `1/2` with `m` factors divided by `m!`. -/
def weight (m : ℕ) : ℝ := rising (1 / 2) m / (m.factorial : ℝ)
```

Each weight is positive, and one more factor in numerator and denominator gives
$$\frac{w_{m+1}}{w_m}=\frac{m+1/2}{m+1}=\frac{2m+1}{2m+2}.$$

```lean
/-- The weights are positive, and successive ones have the ratio `(2m + 1)/(2m + 2)`. -/
theorem weight_step (m : ℕ) :
    0 < weight m ∧ weight (m + 1) = weight m * ((2 * m + 1) / (2 * m + 2)) := by
  constructor
  · have h : 0 < rising (1 / 2) m := Finset.prod_pos fun i _ => by positivity
    unfold weight
    positivity
  · have hf : (m.factorial : ℝ) ≠ 0 := by positivity
    simp only [weight, rising, Finset.prod_range_succ, Nat.factorial_succ]
    push_cast
    rw [mul_comm ((m : ℝ) + 1), mul_div_mul_comm]
    congr 1
    rw [div_eq_div_iff (by positivity) (by positivity)]
    ring
```

## Gaussian moments of Laguerre polynomials

The alternating signs in $L_m$ call for a special case of the Chu–Vandermonde identity. Let
$$S_m(i)=\sum_{j=0}^m(-1)^j\binom mj\frac{(a)_{i+j}}{(i+j)!}.$$
The claim is $S_m(i)=(a)_i(1-a)_m/(i+m)!$, which is immediate for $m=0$. Pascal's rule gives $S_{m+1}(i)=S_m(i)-S_m(i+1)$, so by induction
$$S_{m+1}(i)=(a)_i(1-a)_m\left[\frac1{(i+m)!}-\frac{a+i}{(i+m+1)!}\right]=\frac{(a)_i(1-a)_{m+1}}{(i+m+1)!}.$$
In Lean, `pascal` is the recursion. The induction runs over all $i$ together, because the step uses the claim at both $i$ and $i+1$.

```lean
/-- A Chu–Vandermonde sum: the alternating binomial sum of shifted ratios of rising factorials
to factorials has a closed form. -/
theorem alternating_sum (a : ℝ) (m i : ℕ) :
    ∑ j ∈ Finset.range (m + 1),
      (-1) ^ j * (m.choose j : ℝ) * (rising a (i + j) / ((i + j).factorial : ℝ))
      = rising a i * rising (1 - a) m / ((i + m).factorial : ℝ) := by
  -- Pascal's rule turns the sum for `m + 1` into a difference of sums for `m`
  have pascal : ∀ (n : ℕ) (f : ℕ → ℝ),
      ∑ j ∈ Finset.range (n + 1 + 1), (-1) ^ j * ((n + 1).choose j : ℝ) * f j
      = ∑ j ∈ Finset.range (n + 1), (-1) ^ j * (n.choose j : ℝ) * f j
        - ∑ j ∈ Finset.range (n + 1), (-1) ^ j * (n.choose j : ℝ) * f (j + 1) := by
    intro n f
    have h1 := (Finset.sum_range_succ
      (fun j => (-1 : ℝ) ^ j * (n.choose j : ℝ) * f j) (n + 1)).symm.trans
      (Finset.sum_range_succ' (fun j => (-1 : ℝ) ^ j * (n.choose j : ℝ) * f j) (n + 1))
    have h2 : ∑ j ∈ Finset.range (n + 1),
        (-1 : ℝ) ^ (j + 1) * ((n + 1).choose (j + 1) : ℝ) * f (j + 1)
        = ∑ j ∈ Finset.range (n + 1), (-1 : ℝ) ^ (j + 1) * (n.choose (j + 1) : ℝ) * f (j + 1)
          - ∑ j ∈ Finset.range (n + 1), (-1 : ℝ) ^ j * (n.choose j : ℝ) * f (j + 1) := by
      rw [← Finset.sum_sub_distrib]
      refine Finset.sum_congr rfl fun j _ => ?_
      rw [Nat.choose_succ_succ' n j]
      push_cast
      ring
    rw [Finset.sum_range_succ', h2]
    simp only [Nat.choose_succ_self, Nat.choose_zero_right, Nat.cast_zero, Nat.cast_one,
      mul_zero, zero_mul, add_zero] at h1 ⊢
    linarith
  induction m generalizing i with
  | zero => simp [rising]
  | succ m ih =>
    have hp := pascal m (fun j => rising a (i + j) / ((i + j).factorial : ℝ))
    beta_reduce at hp
    have h := ih (i + 1)
    simp only [show ∀ j, i + 1 + j = i + (j + 1) from fun j => by omega] at h
    rw [hp, ih i, h, show i + (m + 1) = (i + m) + 1 from rfl, Nat.factorial_succ]
    have hf : ((i + m).factorial : ℝ) ≠ 0 := by positivity
    have hs : (i : ℝ) + m + 1 ≠ 0 := by positivity
    simp only [rising, Finset.prod_range_succ]
    push_cast
    field_simp
    ring
```

With $t=k^2$, the plain Gaussian moments are
$$\int_0^\infty k^{2j}e^{-k^2}dk=\tfrac12\Gamma(j+\tfrac12)=\frac{\sqrt\pi}{2}\,(1/2)_j ,$$
from $\Gamma(1/2)=\sqrt\pi$ and $\Gamma(x+1)=x\Gamma(x)$. The theorem also records integrability, which the next step needs to exchange sum and integral.

```lean
/-- The even moments of the Gaussian `exp(-k²)` on the half-line exist and are `√π/2` times
rising factorials of `1/2`. -/
theorem gaussian_moment (j : ℕ) :
    IntegrableOn (fun k : ℝ => k ^ (2 * j) * Real.exp (-k ^ 2)) (Ioi 0) ∧
    ∫ k in Ioi (0 : ℝ), k ^ (2 * j) * Real.exp (-k ^ 2) = √π / 2 * rising (1 / 2) j := by
  have hq : (-1 : ℝ) < ((2 * j : ℕ) : ℝ) :=
    lt_of_lt_of_le (by norm_num) (Nat.cast_nonneg _)
  have hG : ∀ n : ℕ, Real.Gamma ((n : ℝ) + 1 / 2) = √π * rising (1 / 2) n := by
    intro n
    induction n with
    | zero =>
      rw [Nat.cast_zero, zero_add, Real.Gamma_one_half_eq]
      simp [rising]
    | succ n ih =>
      rw [show ((n + 1 : ℕ) : ℝ) + 1 / 2 = ((n : ℝ) + 1 / 2) + 1 by push_cast; ring,
        Real.Gamma_add_one (by positivity), ih]
      simp only [rising, Finset.prod_range_succ]
      ring
  constructor
  · have h := integrableOn_rpow_mul_exp_neg_mul_sq (b := 1) one_pos hq
    simpa only [Real.rpow_natCast, neg_mul, one_mul] using h
  · have h := integral_rpow_mul_exp_neg_rpow (p := 2) (by norm_num) hq
    simp only [Real.rpow_natCast, Real.rpow_two] at h
    rw [h, show (((2 * j : ℕ) : ℝ) + 1) / 2 = (j : ℝ) + 1 / 2 by push_cast; ring, hG]
    ring
```

Let $M_r(m)=\int_0^\infty k^{2r}e^{-k^2}L_m(k^2)\,dk$. Expanding $L_m$ and splitting $(1/2)_{r+j}=(1/2)_r\,(1/2+r)_j$ gives
$$M_r(m)=\frac{\sqrt\pi}{2}(1/2)_r\sum_{j=0}^m(-1)^j\binom mj\frac{(1/2+r)_j}{j!}
=\frac{\sqrt\pi}{2}(1/2)_r\frac{(1/2-r)_m}{m!}.$$
The last equality is the alternating sum with $i=0$ and $a=1/2+r$.

```lean
/-- The even Gaussian moments of `L_m(k²)` exist and have a closed form in rising factorials. -/
theorem laguerre_moment (r m : ℕ) :
    IntegrableOn (fun k : ℝ => k ^ (2 * r) * (Real.exp (-k ^ 2) * laguerre m (k ^ 2))) (Ioi 0) ∧
    ∫ k in Ioi (0 : ℝ), k ^ (2 * r) * (Real.exp (-k ^ 2) * laguerre m (k ^ 2))
      = √π / 2 * rising (1 / 2) r * (rising (1 / 2 - r) m / (m.factorial : ℝ)) := by
  have e : (fun k : ℝ => k ^ (2 * r) * (Real.exp (-k ^ 2) * laguerre m (k ^ 2)))
      = fun k => ∑ j ∈ Finset.range (m + 1), (-1) ^ j * (m.choose j : ℝ) / (j.factorial : ℝ)
          * (k ^ (2 * (r + j)) * Real.exp (-k ^ 2)) := by
    funext k
    rw [laguerre, Finset.mul_sum, Finset.mul_sum]
    exact Finset.sum_congr rfl fun j _ => by ring
  have split : ∀ j, rising (1 / 2) (r + j) = rising (1 / 2) r * rising (1 / 2 + r) j := by
    intro j
    unfold rising
    rw [Finset.prod_range_add]
    congr 1
    exact Finset.prod_congr rfl fun x _ => by push_cast; ring
  rw [e]
  refine ⟨MeasureTheory.integrable_finsetSum _ fun j _ => (gaussian_moment (r + j)).1.const_mul _, ?_⟩
  rw [MeasureTheory.integral_finsetSum _ fun j _ => (gaussian_moment (r + j)).1.const_mul _]
  simp only [integral_const_mul, (gaussian_moment _).2, split]
  have h := alternating_sum (1 / 2 + r) m 0
  have h0 : rising (1 / 2 + r) 0 = 1 := by simp [rising]
  rw [h0, show (1 : ℝ) - (1 / 2 + r) = 1 / 2 - r by ring] at h
  simp only [zero_add, one_mul] at h
  rw [← h, Finset.mul_sum]
  exact Finset.sum_congr rfl fun j _ => by ring
```

## The lowest level falls at every step

For $k>0$ the Coulomb factor $1/k$ cancels the $k$ of the planar measure.

```lean
/-- In the Coulomb pseudopotential the factor `1/k` of the interaction cancels the factor `k` of the
planar measure `k dk`. -/
theorem coulomb_integral (n m : ℕ) :
    pseudopotential coulomb n m = ∫ k in Ioi (0 : ℝ),
      Real.exp (-k ^ 2) * laguerre m (k ^ 2) * laguerre n (k ^ 2 / 2) ^ 2 := by
  refine setIntegral_congr_fun measurableSet_Ioi fun k hk => ?_
  have hk0 : k ≠ 0 := ne_of_gt hk
  simp only [coulomb, mul_one_div_cancel hk0, one_mul]
```

Since $L_0=1$, only the moment $r=0$ remains, and $V_m^{(0)}=M_0(m)=\frac{\sqrt\pi}{2}w_m$.

```lean
/-- In the lowest Landau level the Coulomb pseudopotentials are `√π/2` times the weights `w_m`. -/
theorem lowest_level (m : ℕ) : pseudopotential coulomb 0 m = √π / 2 * weight m := by
  have e : ∀ k : ℝ, Real.exp (-k ^ 2) * laguerre m (k ^ 2) * laguerre 0 (k ^ 2 / 2) ^ 2
      = k ^ (2 * 0) * (Real.exp (-k ^ 2) * laguerre m (k ^ 2)) := by
    intro k
    have h0 : laguerre 0 (k ^ 2 / 2) = 1 := by simp [laguerre]
    rw [h0]
    ring
  have r0 : rising (1 / 2) 0 = 1 := by simp [rising]
  rw [coulomb_integral]
  simp only [e]
  rw [(laguerre_moment 0 m).2, r0, Nat.cast_zero, sub_zero, mul_one, weight]
```

The ratio $(2m+1)/(2m+2)$ is below one and the weights are positive, so the sequence strictly decreases. This is what `StrictAnti` says.

```lean
/-- In the lowest Landau level the Coulomb pseudopotential strictly decreases with relative
angular momentum. -/
theorem lowest_level_strictAnti : StrictAnti (pseudopotential coulomb 0) := by
  refine strictAnti_nat_of_succ_lt fun m => ?_
  obtain ⟨hw, hs⟩ := weight_step m
  have hq : (2 * (m : ℝ) + 1) / (2 * m + 2) < 1 := by
    rw [div_lt_one (by positivity)]
    linarith
  have hp : 0 < √π / 2 * weight m := by positivity
  rw [lowest_level, lowest_level, hs, ← mul_assoc]
  exact mul_lt_of_lt_one_right hp hq
```

## The first excited level in closed form

Here $L_1(k^2/2)^2=(1-k^2/2)^2=1-k^2+k^4/4$, so three moments combine:
$$V_m^{(1)}=M_0-M_1+\tfrac14M_2=\frac{\sqrt\pi}{2\,m!}\left[(1/2)_m-\tfrac12(-1/2)_m+\tfrac3{16}(-3/2)_m\right].$$
The relation $(a+m)(a)_m=a\,(a+1)_m$, called `shift` in the code, reduces everything to $(1/2)_m$:
$$(-1/2)_m=-\frac{(1/2)_m}{2m-1},\qquad(-3/2)_m=\frac{3\,(1/2)_m}{(2m-1)(2m-3)}.$$
The denominators are odd integers and never vanish. Therefore
$$V_m^{(1)}=\frac{\sqrt\pi}{2}w_m\left[1+\frac1{2(2m-1)}+\frac9{16(2m-1)(2m-3)}\right]
=\frac{\sqrt\pi}{2}w_m\frac{64m^2-112m+33}{16(2m-1)(2m-3)}.$$
In the proof, `hB` is the first reduction, `hC` takes $(-3/2)_m$ to $(-1/2)_m$ so that `hB` completes the second, `e` is the expansion of the square, and `field_simp` and `ring` combine the fractions.

```lean
/-- The Coulomb pseudopotentials of the first excited Landau level in closed form, for every
relative angular momentum `m`. -/
theorem first_level (m : ℕ) : pseudopotential coulomb 1 m = √π / 2 * weight m *
    ((64 * (m : ℝ) ^ 2 - 112 * m + 33) / (16 * (2 * m - 1) * (2 * m - 3))) := by
  have shift : ∀ (a : ℝ) (n : ℕ), (a + n) * rising a n = a * rising (a + 1) n := by
    intro a n
    induction n with
    | zero => simp [rising]
    | succ n ih =>
      simp only [rising, Finset.prod_range_succ] at ih ⊢
      push_cast
      linear_combination (a + n + 1) * ih
  have h1 : 2 * (m : ℝ) - 1 ≠ 0 := by
    intro h
    have h' : 2 * m = 1 := by exact_mod_cast (by linarith : 2 * (m : ℝ) = 1)
    omega
  have h3 : 2 * (m : ℝ) - 3 ≠ 0 := by
    intro h
    have h' : 2 * m = 3 := by exact_mod_cast (by linarith : 2 * (m : ℝ) = 3)
    omega
  -- all rising factorials are reduced to that of `1/2`
  have hB : rising (-1 / 2) m = -rising (1 / 2) m / (2 * m - 1) := by
    have h := shift (-1 / 2) m
    rw [show (-1 / 2 : ℝ) + 1 = 1 / 2 by norm_num] at h
    rw [eq_div_iff h1]
    linear_combination 2 * h
  have hC : rising (-3 / 2) m = -3 * rising (-1 / 2) m / (2 * m - 3) := by
    have h := shift (-3 / 2) m
    rw [show (-3 / 2 : ℝ) + 1 = -1 / 2 by norm_num] at h
    rw [eq_div_iff h3]
    linear_combination 2 * h
  -- the form factor `(1 - k²/2)²` mixes three moments
  have e : ∀ k : ℝ, Real.exp (-k ^ 2) * laguerre m (k ^ 2) * laguerre 1 (k ^ 2 / 2) ^ 2
      = (k ^ (2 * 0) * (Real.exp (-k ^ 2) * laguerre m (k ^ 2))
        - k ^ (2 * 1) * (Real.exp (-k ^ 2) * laguerre m (k ^ 2)))
        + 1 / 4 * (k ^ (2 * 2) * (Real.exp (-k ^ 2) * laguerre m (k ^ 2))) := by
    intro k
    have hL : laguerre 1 (k ^ 2 / 2) = 1 - k ^ 2 / 2 := by
      simp [laguerre, Finset.sum_range_succ]
      ring
    rw [hL]
    ring
  obtain ⟨i0, m0⟩ := laguerre_moment 0 m
  obtain ⟨i1, m1⟩ := laguerre_moment 1 m
  obtain ⟨i2, m2⟩ := laguerre_moment 2 m
  have hs : Integrable (fun k : ℝ => k ^ (2 * 0) * (Real.exp (-k ^ 2) * laguerre m (k ^ 2))
      - k ^ (2 * 1) * (Real.exp (-k ^ 2) * laguerre m (k ^ 2))) (volume.restrict (Ioi 0)) :=
    i0.sub i1
  have r0 : rising (1 / 2) 0 = 1 := by simp [rising]
  have r1 : rising (1 / 2) 1 = 1 / 2 := by simp [rising]
  have r2 : rising (1 / 2) 2 = 3 / 4 := by norm_num [rising, Finset.prod_range_succ]
  rw [coulomb_integral]
  simp only [e]
  rw [integral_add hs (i2.const_mul _), integral_sub i0 i1, integral_const_mul, m0, m1, m2,
    r0, r1, r2, show (1 / 2 : ℝ) - (0 : ℕ) = 1 / 2 by norm_num,
    show (1 / 2 : ℝ) - (1 : ℕ) = -1 / 2 by norm_num,
    show (1 / 2 : ℝ) - (2 : ℕ) = -3 / 2 by norm_num, hC, hB, weight]
  have hf : (m.factorial : ℝ) ≠ 0 := by positivity
  field_simp
  ring
```

For $m=0,1,2$ the weights are $1,\ 1/2,\ 3/8$ and the fractions are $11/16,\ 15/16,\ 65/48$. Their products are $11/16,\ 15/32,\ 65/128$, each to be multiplied by $\sqrt\pi/2$.

```lean
/-- The first three Coulomb pseudopotentials of the first excited Landau level are `√π/2` times
`11/16`, `15/32` and `65/128`. -/
theorem first_level_values :
    pseudopotential coulomb 1 0 = √π / 2 * (11 / 16) ∧
    pseudopotential coulomb 1 1 = √π / 2 * (15 / 32) ∧
    pseudopotential coulomb 1 2 = √π / 2 * (65 / 128) := by
  have w0 : weight 0 = 1 := by simp [weight, rising]
  have w1 : weight 1 = 1 / 2 := by simp [weight, rising]
  have w2 : weight 2 = 3 / 8 := by
    norm_num [weight, rising, Finset.prod_range_succ, Nat.factorial]
  refine ⟨?_, ?_, ?_⟩
  · rw [first_level, w0]; push_cast; ring
  · rw [first_level, w1]; push_cast; ring
  · rw [first_level, w2]; push_cast; ring
```

## One rise and no other

The values give $V_1^{(1)}<V_2^{(1)}$, since $60/128<65/128$. For the other steps, the closed form at $m+1$ and the ratio of weights give
$$V_{m+1}^{(1)}=\frac{\sqrt\pi}{2}w_m\frac{64m^2+16m-15}{32(m+1)(2m-1)}.$$
Subtracting this from $V_m^{(1)}$ leaves the numerator $64m^2-80m+21$, which factorises:
$$V_m^{(1)}-V_{m+1}^{(1)}=\frac{\sqrt\pi}{2}w_m\frac{(8m-3)(8m-7)}{32(m+1)(2m-1)(2m-3)}.$$
At $m=0$ the fraction is $21/96$, and for $m\ge2$ every factor is positive. Lean proves this identity as `hd` and the sign as `hq`, with the same two cases.

```lean
/-- In the first excited Landau level the Coulomb pseudopotential rises from relative angular
momentum `1` to `2`, and at every other step it strictly falls. -/
theorem first_level_single_rise :
    pseudopotential coulomb 1 1 < pseudopotential coulomb 1 2 ∧
    ∀ m : ℕ, m ≠ 1 → pseudopotential coulomb 1 (m + 1) < pseudopotential coulomb 1 m := by
  have hpi : 0 < √π := Real.sqrt_pos.mpr Real.pi_pos
  constructor
  · rw [first_level_values.2.1, first_level_values.2.2]
    linarith
  intro m hm
  obtain ⟨hw, hs⟩ := weight_step m
  have h1 : 2 * (m : ℝ) - 1 ≠ 0 := by
    intro h
    have h' : 2 * m = 1 := by exact_mod_cast (by linarith : 2 * (m : ℝ) = 1)
    omega
  have h3 : 2 * (m : ℝ) - 3 ≠ 0 := by
    intro h
    have h' : 2 * m = 3 := by exact_mod_cast (by linarith : 2 * (m : ℝ) = 3)
    omega
  -- the drop from `m` to `m + 1` in factorised form
  have hd : pseudopotential coulomb 1 m - pseudopotential coulomb 1 (m + 1)
      = √π / 2 * weight m * ((8 * (m : ℝ) - 3) * (8 * m - 7)
        / (32 * (m + 1) * ((2 * m - 1) * (2 * m - 3)))) := by
    rw [first_level, first_level, hs]
    push_cast
    rw [show 2 * ((m : ℝ) + 1) - 1 = 2 * m + 1 by ring,
      show 2 * ((m : ℝ) + 1) - 3 = 2 * m - 1 by ring]
    have h4 : 2 * (m : ℝ) + 1 ≠ 0 := by positivity
    have h5 : (m : ℝ) + 1 ≠ 0 := by positivity
    rw [show 2 * (m : ℝ) + 2 = 2 * (m + 1) by ring]
    field_simp
    ring
  have hq : 0 < (8 * (m : ℝ) - 3) * (8 * m - 7)
      / (32 * (m + 1) * ((2 * m - 1) * (2 * m - 3))) := by
    rcases Nat.eq_zero_or_pos m with h0 | h0
    · rw [h0]
      norm_num
    · have h2 : (2 : ℝ) ≤ m := by exact_mod_cast (by omega : 2 ≤ m)
      exact div_pos (mul_pos (by linarith) (by linarith))
        (mul_pos (by positivity) (mul_pos (by linarith) (by linarith)))
  have hp : 0 < √π / 2 * weight m := by positivity
  have hpos := mul_pos hp hq
  rw [← hd] at hpos
  linarith

end

end HaldanePseudopotentials
```

```lean
#print axioms HaldanePseudopotentials.lowest_level_strictAnti
#print axioms HaldanePseudopotentials.first_level_single_rise
```

```
'HaldanePseudopotentials.lowest_level_strictAnti' depends on axioms: [propext, Classical.choice, Quot.sound]
'HaldanePseudopotentials.first_level_single_rise' depends on axioms: [propext, Classical.choice, Quot.sound]
```

## Comparing the two levels at equal angular momentum

Dividing the two closed forms gives a neighbouring result, derived here in prose alone:
$$\frac{V_m^{(1)}}{V_m^{(0)}}=1+\frac{16m-15}{16(2m-1)(2m-3)}.$$
The correction is negative for $m=0$ and $m=1$ and positive for all $m\ge2$. Moving both electrons from the lowest to the first excited level therefore weakens their repulsion at the two smallest angular momenta and strengthens it at all others. The ratio tends to one for large $m$, where the electrons are far apart compared with their cyclotron orbits.
